# Pair shares on finitely many atoms come from positive weights exactly when every triangle balances

Take three atoms, 0, 1 and 2, and one point of an integration grid. Suppose that atom 0 takes 2/3 of the point in competition with atom 1, atom 1 takes 2/3 against atom 2, and atom 2 takes 2/3 against atom 0. Positive atomic weights w with these shares would satisfy

w₀ = 2w₁, w₁ = 2w₂, w₂ = 2w₀,

hence w₀ = 8w₀, which is impossible. Each pair is sensible alone, but the triangle is inconsistent.

In electronic-structure quadrature, atomic weights that sum to one at every grid point divide a molecular integral into atomic contributions. They need not reproduce prescribed pair shares: a common construction multiplies the shares of each atom against all others and normalises the products, and with three or more atoms the resulting weights generally have different pair shares. Here we ask when exact reproduction is possible. The result below concerns strictly positive weights at a single grid point. Passing to a whole grid means applying it point by point; how smoothly the weights vary in space is a separate question.

## Shares and weights at one point

The atoms form a type `ι`, made finite where needed.

```lean
import Mathlib

open Finset

namespace PairwiseAtomicWeights

noncomputable section

variable {ι : Type*}
```

Write s_AB, in Lean `s A B`, for the share of atom A against atom B. For distinct atoms we require

s_AB > 0, s_AB + s_BA = 1.

Thus the two atoms divide their joint portion completely, and neither is shut out. Diagonal entries are unrestricted.

```lean
/-- Pair shares: for distinct atoms `A` and `B` the share `s A B` of `A` against `B` is positive,
and the two shares of a pair add up to one. -/
def IsPairShare (s : ι → ι → ℝ) : Prop :=
  ∀ A B, A ≠ B → 0 < s A B ∧ s A B + s B A = 1
```

Weights reproduce the shares if they are positive, sum to one over all atoms, and satisfy w_A/(w_A + w_B) = s_AB for every distinct pair.

```lean
/-- The atomic weights `w` are positive, sum to one, and reproduce the share `s A B` of every
pair of distinct atoms as `w A / (w A + w B)`. -/
def Reproduces [Fintype ι] (w : ι → ℝ) (s : ι → ι → ℝ) : Prop :=
  (∀ A, 0 < w A) ∧ ∑ A, w A = 1 ∧ ∀ A B, A ≠ B → w A / (w A + w B) = s A B
```

A triangle balances if its cyclic products agree in both directions:

s_AB s_BC s_CA = s_BA s_CB s_AC.

```lean
/-- The products of the shares around the triangle `A`, `B`, `C` agree in both directions. -/
def TripleBalanced (s : ι → ι → ℝ) (A B C : ι) : Prop :=
  s A B * s B C * s C A = s B A * s C B * s A C
```

The shares s_AO and s_OA of a pair have the same denominator, so any reproducing weights have w_A/w_O = s_AO/s_OA. This suggests unnormalised weights v measured against a reference atom O:

v_O = 1, v_A = s_AO/s_OA for A ≠ O.

```lean
/-- The unnormalised weight of atom `A` relative to a reference atom `O`, which has weight one;
for `A ≠ O` the domain is `s O A ≠ 0`. -/
def refWeight [DecidableEq ι] (s : ι → ι → ℝ) (O A : ι) : ℝ :=
  if A = O then 1 else s A O / s O A
```

## Weights force every triangle to balance

Inserting the definition of the shares gives, for each pair,

w_A s_BA = w_A w_B/(w_A + w_B) = w_B s_AB.

The proof rewrites both shares in this way, and `ring` compares the results.

```lean
/-- Weights that reproduce the pair shares satisfy a balance relation for each pair of
distinct atoms. -/
theorem pair_balance [Fintype ι] {w : ι → ℝ} {s : ι → ι → ℝ} (h : Reproduces w s)
    {A B : ι} (hAB : A ≠ B) : w A * s B A = w B * s A B := by
  rw [← h.2.2 A B hAB, ← h.2.2 B A hAB.symm, add_comm (w B) (w A)]
  ring
```

Now multiply the balances of the three pairs:

w_A w_B w_C · s_AB s_BC s_CA
= (w_B s_AB)(w_C s_BC)(w_A s_CA)
= (w_A s_BA)(w_B s_CB)(w_C s_AC)
= w_A w_B w_C · s_BA s_CB s_AC.

The product of the weights is positive and cancels. The `calc` block has the same three steps.

```lean
/-- If atomic weights reproduce the pair shares, every triple of distinct atoms is balanced. -/
theorem triple_balanced_of_weights [Fintype ι] {w : ι → ℝ} {s : ι → ι → ℝ}
    (h : Reproduces w s) {A B C : ι} (hAB : A ≠ B) (hBC : B ≠ C) (hAC : A ≠ C) :
    TripleBalanced s A B C := by
  have a := pair_balance h hAB
  have b := pair_balance h hBC
  have c := pair_balance h hAC.symm
  have hw : w A * w B * w C ≠ 0 :=
    (mul_pos (mul_pos (h.1 A) (h.1 B)) (h.1 C)).ne'
  -- multiply the three balances and cancel the weights
  apply mul_left_cancel₀ hw
  calc w A * w B * w C * (s A B * s B C * s C A)
      = (w B * s A B) * (w C * s B C) * (w A * s C A) := by ring
    _ = (w A * s B A) * (w B * s C B) * (w C * s A C) := by rw [a, b, c]
    _ = w A * w B * w C * (s B A * s C B * s A C) := by ring
```

## Balanced triangles supply the weights

Suppose that there is at least one atom and that positive numbers v satisfy v_A s_BA = v_B s_AB for all distinct pairs. Since s_BA = 1 − s_AB,

v_A = (v_A + v_B) s_AB.

Set w_A = v_A/S with S = Σ_B v_B. These weights sum to one, and S drops out of w_A/(w_A + w_B), leaving s_AB. The final `linear_combination` combines the balance with the sum rule for the pair.

```lean
/-- On a finite nonempty set of atoms with pair shares `s`, positive numbers `v` that satisfy
`v A * s B A = v B * s A B` for all distinct `A` and `B` become, after division by their sum, atomic
weights that reproduce these shares. -/
theorem reproduces_of_balance [Fintype ι] [Nonempty ι] {s : ι → ι → ℝ} (hs : IsPairShare s)
    {v : ι → ℝ} (hv : ∀ A, 0 < v A) (hb : ∀ A B, A ≠ B → v A * s B A = v B * s A B) :
    Reproduces (fun A => v A / (∑ B, v B)) s := by
  have hS : 0 < ∑ B, v B := Finset.sum_pos (fun A _ => hv A) Finset.univ_nonempty
  refine ⟨fun A => div_pos (hv A) hS, ?_, fun A B hAB => ?_⟩
  · rw [← Finset.sum_div, div_self hS.ne']
  · -- the common normalisation drops out of the pair share
    show v A / (∑ B, v B) / (v A / (∑ B, v B) + v B / (∑ B, v B)) = s A B
    rw [← add_div, div_div_div_cancel_right₀ hS.ne', div_eq_iff (add_pos (hv A) (hv B)).ne']
    linear_combination hb A B hAB - v A * (hs A B hAB).2
```

It remains to check the balance for the reference weights. They are positive, and for a pair containing O,

v_A s_OA = s_AO = v_O s_AO.

For distinct A and B, both different from O, the required equation is

(s_AO/s_OA) s_BA = (s_BO/s_OB) s_AB.

Clearing denominators turns it into the balance of the triangle O, A, B:

s_OA s_AB s_BO = s_AO s_BA s_OB.

The case distinctions in the proof separate these pairs. Only triangles through one chosen atom are used.

```lean
/-- For pair shares on a finite set of atoms, balance of the triples that contain one reference
atom `O` is enough for atomic weights to exist. -/
theorem weights_of_reference_triples [Fintype ι] {s : ι → ι → ℝ} (hs : IsPairShare s) (O : ι)
    (h : ∀ A B, A ≠ O → B ≠ O → A ≠ B → TripleBalanced s O A B) :
    ∃ w, Reproduces w s := by
  classical
  have : Nonempty ι := ⟨O⟩
  have hO : refWeight s O O = 1 := by simp [refWeight]
  have hne : ∀ A, A ≠ O → refWeight s O A = s A O / s O A :=
    fun A hA => by simp [refWeight, hA]
  refine ⟨_, reproduces_of_balance hs (v := refWeight s O) (fun A => ?_) (fun A B hAB => ?_)⟩
  · by_cases hA : A = O
    · rw [hA, hO]
      exact one_pos
    · rw [hne A hA]
      exact div_pos (hs A O hA).1 (hs O A (Ne.symm hA)).1
  · by_cases hA : A = O
    · have hB : B ≠ O := fun e => hAB (hA.trans e.symm)
      rw [hA, hO, hne B hB, one_mul, div_mul_cancel₀ _ (hs O B hB.symm).1.ne']
    · by_cases hB : B = O
      · rw [hB, hO, hne A hA, one_mul, div_mul_cancel₀ _ (hs O A (Ne.symm hA)).1.ne']
      · -- two atoms other than the reference: the triple `O`, `A`, `B` is needed
        have t : s O A * s A B * s B O = s A O * s B A * s O B := h A B hA hB hAB
        rw [hne A hA, hne B hB, div_mul_eq_mul_div, div_mul_eq_mul_div,
          div_eq_div_iff (hs O A (Ne.symm hA)).1.ne' (hs O B (Ne.symm hB)).1.ne']
        linear_combination -t
```

Together, the two directions give the equivalence for any finite nonempty set of atoms. With one or two atoms there is no triangle to test, and weights always exist.

```lean
/-- Pair shares on a finite nonempty set of atoms come from positive atomic weights with sum one
if and only if every triple of distinct atoms is balanced. -/
theorem weights_exist_iff [Fintype ι] [Nonempty ι] {s : ι → ι → ℝ} (hs : IsPairShare s) :
    (∃ w, Reproduces w s) ↔
      ∀ A B C, A ≠ B → B ≠ C → A ≠ C → TripleBalanced s A B C := by
  constructor
  · rintro ⟨w, hw⟩ A B C hAB hBC hAC
    exact triple_balanced_of_weights hw hAB hBC hAC
  · intro h
    obtain ⟨O⟩ := ‹Nonempty ι›
    exact weights_of_reference_triples hs O
      (fun A B hA hB hAB => h O A B hA.symm hAB hB.symm)
```

## The weights in closed form

If weights reproduce the shares, then s_BA/s_AB = w_B/w_A, and therefore

1 + Σ_{B≠A} s_BA/s_AB = 1 + (1 − w_A)/w_A = 1/w_A.

In Lean, `univ.erase A` is the set of atoms other than A. The formula presupposes that reproducing weights exist: for the cyclic shares of the opening it returns 2/7 for each atom, and the total is 6/7.

```lean
/-- Atomic weights that reproduce the pair shares are given by a closed formula in the shares of
the atom against all others. -/
theorem weight_formula [Fintype ι] [DecidableEq ι] {w : ι → ℝ} {s : ι → ι → ℝ}
    (h : Reproduces w s) (A : ι) :
    w A = (1 + ∑ B ∈ univ.erase A, s B A / s A B)⁻¹ := by
  have hA := h.1 A
  -- each ratio of shares is a ratio of weights
  have hr : ∀ B ∈ univ.erase A, s B A / s A B = w B / w A := by
    intro B hB
    have hAB : A ≠ B := (Finset.ne_of_mem_erase hB).symm
    have hp : 0 < s A B := by
      rw [← h.2.2 A B hAB]
      exact div_pos hA (add_pos hA (h.1 B))
    rw [div_eq_div_iff hp.ne' hA.ne']
    linear_combination pair_balance h hAB
  have hsplit : w A + ∑ B ∈ univ.erase A, w B = 1 :=
    (Finset.add_sum_erase _ _ (Finset.mem_univ A)).trans h.2.1
  have hrest : ∑ B ∈ univ.erase A, w B = 1 - w A := by linarith
  rw [Finset.sum_congr rfl hr, ← Finset.sum_div, hrest, sub_div, div_self hA.ne',
    add_sub_cancel, one_div, inv_inv]
```

Since the right-hand side contains only shares, two sets of reproducing weights must coincide.

```lean
/-- At most one set of atomic weights reproduces given pair shares. -/
theorem weights_unique [Fintype ι] {w w' : ι → ℝ} {s : ι → ι → ℝ}
    (h : Reproduces w s) (h' : Reproduces w' s) : w = w' := by
  classical
  funext A
  rw [weight_formula h A, weight_formula h' A]
```

## A consistent table and a cyclic one

The weights 1/2, 1/3 and 1/6 give s₀₁ = 3/5, s₀₂ = 3/4 and s₁₂ = 2/3. The proof goes through the entries with `fin_cases` and evaluates the fractions.

```lean
/-- Three atoms with weights 1/2, 1/3 and 1/6 reproduce an explicit table of pair shares. -/
theorem reproduces_witness :
    IsPairShare (![![1/2, 3/5, 3/4], ![2/5, 1/2, 2/3], ![1/4, 1/3, 1/2]] : Fin 3 → Fin 3 → ℝ) ∧
    Reproduces ![1/2, 1/3, 1/6]
      (![![1/2, 3/5, 3/4], ![2/5, 1/2, 2/3], ![1/4, 1/3, 1/2]] : Fin 3 → Fin 3 → ℝ) := by
  refine ⟨fun A B hAB => ?_, fun A => ?_, ?_, fun A B hAB => ?_⟩
  · fin_cases A <;> fin_cases B <;> simp at hAB ⊢ <;> norm_num
  · fin_cases A <;> simp
  · simp [Fin.sum_univ_succ]
    norm_num
  · fin_cases A <;> fin_cases B <;> simp at hAB ⊢ <;> norm_num
```

The opening example is the following table.

```lean
/-- Shares of three atoms in which each atom takes 2/3 against the next one around a triangle. -/
def cyclicShare : Fin 3 → Fin 3 → ℝ :=
  ![![1/2, 2/3, 1/3], ![1/3, 1/2, 2/3], ![2/3, 1/3, 1/2]]
```

It satisfies both pair conditions, but its cyclic products are 8/27 and 1/27. Reproducing weights would make them equal by `triple_balanced_of_weights`, so none exist.

```lean
/-- The cyclic shares are valid pair shares, yet no atomic weights reproduce them. -/
theorem cyclicShare_no_weights :
    IsPairShare cyclicShare ∧ ¬ ∃ w, Reproduces w cyclicShare := by
  constructor
  · intro A B hAB
    fin_cases A <;> fin_cases B <;> simp [cyclicShare] at hAB ⊢ <;> norm_num
  · rintro ⟨w, hw⟩
    have t := triple_balanced_of_weights hw (A := 0) (B := 1) (C := 2)
      (by decide) (by decide) (by decide)
    simp [TripleBalanced, cyclicShare] at t
    norm_num at t

end

end PairwiseAtomicWeights
```

```lean
#print axioms PairwiseAtomicWeights.weights_exist_iff
-- 'PairwiseAtomicWeights.weights_exist_iff' depends on axioms: [propext, Classical.choice, Quot.sound]
#print axioms PairwiseAtomicWeights.weights_unique
-- 'PairwiseAtomicWeights.weights_unique' depends on axioms: [propext, Classical.choice, Quot.sound]
#print axioms PairwiseAtomicWeights.cyclicShare_no_weights
-- 'PairwiseAtomicWeights.cyclicShare_no_weights' depends on axioms: [propext, Classical.choice, Quot.sound]
```
